# The Bethe wave function satisfies the Lieb-Liniger contact condition for distinct quasi-momenta

## Bosons that interact only on contact

Identical bosons on a line that interact only when two of them meet can be described by a delta potential, or by free motion with a condition on the derivatives at contact; the formal statement uses the second description. In units $\hbar=2m=1$ the Hamiltonian is
$$H=-\sum_j\partial_j^2+2c\sum_{j<l}\delta(x_j-x_l),$$
where the real constant $c$ is the interaction strength, repulsive for $c>0$. In the sector $x_0\le\dots\le x_{N-1}$ this means free motion inside and $(\partial_{j+1}-\partial_j)\psi=c\psi$ where $x_j=x_{j+1}$.

For distinct complex quasi-momenta $k_j$, put
$$s(a,b)=1-\frac{ic}{k_b-k_a},\quad A_P=\prod_{j<l}s(Pj,Pl),\quad E_P=e^{i\sum_jk_{Pj}x_j},\quad \psi=\sum_PA_PE_P,$$
with $P$ running over all permutations.

## What the theorems say

- `betheState_energy`: $-\sum_j\partial_j^2\psi=(\sum_jk_j^2)\psi$.
- `betheState_contact`: if the $k_j$ are distinct (`Function.Injective k`) and $x_j=x_{j+1}$, the contact condition holds.
- `betheState_periodic`: if the $k_j$ also solve the Bethe equations
$$e^{ik_aL}\prod_{b\ne a}(k_a-k_b-ic)=\prod_{b\ne a}(k_a-k_b+ic),$$
then $\psi(x_1,\dots,x_n,x_0+L)=\psi(x_0,\dots,x_n)$, where $N=n+1$ and $L$ is the length of the ring.

Particles are indexed by `Fin N`, from 0; the comment on `carryRound` counts from 1. `scatter` is $s(a,b)$, not the scattering phase factor, which is a ratio of two such factors. `partialD` is an ordinary derivative in one coordinate.

`betheState` is one smooth formula on all of $\mathbb R^N$. The step left to the reader is to restrict it to the ordered sector and extend it symmetrically to a solution of $H\psi=(\sum_jk_j^2)\psi$. On the ring the sector also requires $x_{N-1}\le x_0+L$, and the extension is periodic as well. Completeness and normalisation are not addressed.

## Energy and contact by pairing permutations

Each $\partial_j$ multiplies the term of $P$ by $ik_{Pj}$. Two derivatives, summed over $j$ with a minus sign, give $\sum_jk_{Pj}^2=\sum_jk_j^2$, the same for every $P$.

For the contact condition, $(\partial_{j+1}-\partial_j-c)\psi=\sum_PT_P$ with
$$T_P=[i(k_b-k_a)-c]A_PE_P,\qquad a=Pj,\ b=P(j+1).$$
Let $P'$ be $P$ with these two places exchanged. Only the factor of this pair changes, so $A_P=R\,s(a,b)$ and $A_{P'}=R\,s(b,a)$ with a common $R$. At contact $E_{P'}=E_P$. Since $i(k_b-k_a)s(b,a)=i(k_b-k_a)-c$,
$$T_P=i(k_b-k_a)\,s(b,a)s(a,b)\,R\,E_P=-T_{P'}.$$
Summing over $P$ gives $2\sum_PT_P=0$.

## Once round the ring

Let $Q$ be $P$ with its first entry moved to the end, and $q=k_{P0}$. The plane wave of $Q$ at the new configuration is $e^{iqL}E_P(x)$. The amplitudes share the factors without $P0$; the others are
$$s(P0,Pi)=\frac{q-k_{Pi}+ic}{q-k_{Pi}},\qquad s(Pi,P0)=\frac{q-k_{Pi}-ic}{q-k_{Pi}}.$$
The Bethe equation for $q$ therefore says $e^{iqL}A_Q=A_P$, and summing over $P$ gives periodicity.

## Two particles, and energies for more

For $k=(\tfrac12,-\tfrac12)$, $c=1$, $L=\pi$ and $r=x_1-x_0$,
$$\psi=2\cos\tfrac r2+2\sin\tfrac r2.$$
At $r=0$ both sides of the contact condition equal 2, and carrying a particle round sends $r$ to $\pi-r$, which exchanges the two terms.

In a calculation for $c>0$ one solves the logarithmic form
$$k_aL=2\pi I_a-2\sum_b\arctan\frac{k_a-k_b}{c}$$
by Newton iteration. The $I_a$ are distinct integers for odd $N$ and distinct half-odd integers for even $N$; for the ground state they are the $N$ such values spaced by one and centred on zero. The energy is then $\sum_ak_a^2$, a reference value for finitely many bosons with contact interaction. This numerical recipe is standard theory and is not formalised here.

## The Lean file

```lean
import Mathlib

open Complex

namespace LiebLinigerBethe

noncomputable section

variable {N n : ℕ}

/-- The two-body factor `1 - ic/(k_b - k_a)`, for `k_a ≠ k_b`. -/
def scatter (c : ℝ) (k : Fin N → ℂ) (a b : Fin N) : ℂ := 1 - I * c / (k b - k a)

/-- The Bethe amplitude of the permutation `P`: the product of the two-body factors over all
pairs of places `j < l`, for distinct quasi-momenta. -/
def amplitude (c : ℝ) (k : Fin N → ℂ) (P : Equiv.Perm (Fin N)) : ℂ :=
  ∏ j, ∏ l with j < l, scatter c k (P j) (P l)

/-- The plane wave `exp(i ∑ k_{Pj} x_j)`. -/
def planeWave (k : Fin N → ℂ) (P : Equiv.Perm (Fin N)) (x : Fin N → ℝ) : ℂ :=
  exp (I * ∑ j, k (P j) * (x j : ℂ))

/-- A superposition of the permuted plane waves with coefficients `a P`. -/
def superposition (k : Fin N → ℂ) (a : Equiv.Perm (Fin N) → ℂ) (x : Fin N → ℝ) : ℂ :=
  ∑ P, a P * planeWave k P x

/-- The Bethe wave function, for distinct quasi-momenta. -/
def betheState (c : ℝ) (k : Fin N → ℂ) : (Fin N → ℝ) → ℂ := superposition k (amplitude c k)

/-- The partial derivative with respect to the position of particle `j`. -/
def partialD (j : Fin N) (ψ : (Fin N → ℝ) → ℂ) (x : Fin N → ℝ) : ℂ :=
  deriv (fun t : ℝ => ψ (Function.update x j t)) (x j)

/-- The Lieb-Liniger Bethe equations on a ring of length `L`, written without division. -/
def BetheEquations (c L : ℝ) (k : Fin N → ℂ) : Prop :=
  ∀ a, exp (I * k a * L) * ∏ b with b ≠ a, (k a - k b - I * c) =
    ∏ b with b ≠ a, (k a - k b + I * c)

/-- The configuration `(x_2, ..., x_N, x_1 + L)`: the first particle is carried once round
the ring and becomes the last. -/
def carryRound (L : ℝ) (x : Fin (n + 1) → ℝ) : Fin (n + 1) → ℝ :=
  Fin.snoc (α := fun _ => ℝ) (fun i : Fin n => x i.succ) (x 0 + L)

/-- A plane wave is differentiable in each position, and the derivative brings down
`i k_{Pj}`. -/
theorem hasDerivAt_planeWave (k : Fin N → ℂ) (P : Equiv.Perm (Fin N)) (x : Fin N → ℝ)
    (j : Fin N) : HasDerivAt (fun t : ℝ => planeWave k P (Function.update x j t))
      (I * k (P j) * planeWave k P x) (x j) := by
  have h : ∀ t : ℝ, planeWave k P (Function.update x j t) =
      planeWave k P x * exp (I * k (P j) * ((t : ℂ) - (x j : ℂ))) := by
    intro t
    have hp : ∀ i, k (P i) * ((Function.update x j t i : ℝ) : ℂ) =
        k (P i) * (x i : ℂ) + if i = j then k (P j) * ((t : ℂ) - (x j : ℂ)) else 0 := by
      intro i
      by_cases hi : i = j
      · rw [hi, Function.update_self, if_pos rfl]; ring
      · rw [Function.update_of_ne hi, if_neg hi, add_zero]
    have hs : ∑ i, k (P i) * ((Function.update x j t i : ℝ) : ℂ) =
        ∑ i, k (P i) * (x i : ℂ) + k (P j) * ((t : ℂ) - (x j : ℂ)) := by
      rw [Finset.sum_congr rfl fun i _ => hp i, Finset.sum_add_distrib]
      simp
    rw [planeWave, planeWave, hs, ← Complex.exp_add]
    congr 1
    ring
  have h1 : HasDerivAt (fun t : ℝ => (t : ℂ)) 1 (x j) := by
    simpa using (hasDerivAt_id (x j)).ofReal_comp
  simp only [h]
  refine ((((h1.sub_const (x j : ℂ)).const_mul (I * k (P j))).cexp).const_mul
    (planeWave k P x)).congr_deriv ?_
  simp only [sub_self, mul_zero, Complex.exp_zero]
  ring

/-- Differentiating a superposition in `x_j` multiplies each coefficient by `i k_{Pj}`. -/
theorem partialD_superposition (k : Fin N → ℂ) (a : Equiv.Perm (Fin N) → ℂ) (j : Fin N) :
    partialD j (superposition k a) = superposition k (fun P => I * k (P j) * a P) := by
  funext x
  refine HasDerivAt.deriv ((HasDerivAt.fun_sum fun P _ =>
    (hasDerivAt_planeWave k P x j).const_mul (a P)).congr_deriv ?_)
  exact Finset.sum_congr rfl fun P _ => by ring

/-- The Bethe wave function solves the free Schrödinger equation `-∑ ∂_j² ψ = (∑ k_j²) ψ`. -/
theorem betheState_energy (c : ℝ) (k : Fin N → ℂ) (x : Fin N → ℝ) :
    -∑ j, partialD j (partialD j (betheState c k)) x = (∑ j, k j ^ 2) * betheState c k x := by
  unfold betheState
  simp only [partialD_superposition]
  simp only [superposition]
  rw [Finset.sum_comm, ← Finset.sum_neg_distrib, Finset.mul_sum]
  refine Finset.sum_congr rfl fun P _ => ?_
  -- the energy does not depend on the order of the quasi-momenta
  rw [← Equiv.sum_comp P (fun j => k j ^ 2), Finset.sum_mul, ← Finset.sum_neg_distrib]
  refine Finset.sum_congr rfl fun j _ => ?_
  linear_combination (-(k (P j)) ^ 2 * amplitude c k P * planeWave k P x) * I_sq

/-- For `k_a ≠ k_b` the two-body factor turns `i(k_a - k_b)` into `i(k_a - k_b) - c`. -/
theorem scatter_mul (c : ℝ) (k : Fin N → ℂ) {a b : Fin N} (h : k a ≠ k b) :
    I * (k a - k b) * scatter c k a b = I * (k a - k b) - c := by
  have h1 := div_mul_cancel₀ (I * (c : ℂ)) (sub_ne_zero.mpr h.symm)
  unfold scatter
  linear_combination I * h1 + (c : ℂ) * I_sq

/-- Exchanging the quasi-momenta at neighbouring places `j` and `j' = j + 1` changes only the
two-body factor of that pair in the amplitude. -/
theorem amplitude_exchange (c : ℝ) (k : Fin N → ℂ) (P : Equiv.Perm (Fin N)) {j j' : Fin N}
    (hj : (j' : ℕ) = j + 1) :
    amplitude c k (P * Equiv.swap j j') * scatter c k (P j) (P j') =
      amplitude c k P * scatter c k (P j') (P j) := by
  suffices H : ∀ f : Fin N → Fin N → ℂ,
      (∏ a, ∏ b with a < b, f (Equiv.swap j j' a) (Equiv.swap j j' b)) * f j j' =
        (∏ a, ∏ b with a < b, f a b) * f j' j from H fun a b => scatter c k (P a) (P b)
  intro f
  have hlt : j < j' := by rw [Fin.lt_def]; omega
  have hs : ∀ a, Equiv.swap j j' (Equiv.swap j j' a) = a :=
    fun a => (Equiv.swap j j').symm_apply_apply a
  have e : ∀ g : Fin N → Fin N → ℂ,
      ∏ a, ∏ b, g (Equiv.swap j j' a) (Equiv.swap j j' b) = ∏ a, ∏ b, g a b := fun g =>
    (Finset.prod_congr rfl fun a _ => Equiv.prod_comp (Equiv.swap j j')
      (g (Equiv.swap j j' a))).trans (Equiv.prod_comp (Equiv.swap j j') fun a => ∏ b, g a b)
  have e1 := e fun a b => if Equiv.swap j j' a < Equiv.swap j j' b then f a b else 1
  simp only [hs] at e1
  have single : ∀ p q : Fin N, ∏ a, ∏ b, (if a = p ∧ b = q then f a b else 1) = f p q := by
    intro p q
    refine (Finset.prod_eq_single p (fun a _ ha => ?_)
      (fun h => absurd (Finset.mem_univ _) h)).trans ?_
    · exact Finset.prod_eq_one fun b _ => if_neg fun h => ha h.1
    · refine (Finset.prod_eq_single q (fun b _ hb => ?_)
        (fun h => absurd (Finset.mem_univ _) h)).trans ?_
      · exact if_neg fun h => hb h.2
      · exact if_pos ⟨rfl, rfl⟩
  simp only [Finset.prod_filter]
  rw [e1, ← single j j', ← single j' j]
  simp only [← Finset.prod_mul_distrib]
  refine Finset.prod_congr rfl fun a _ => Finset.prod_congr rfl fun b _ => ?_
  -- the exchange preserves the order of every pair except the neighbours themselves
  by_cases h1 : a = j ∧ b = j'
  · rw [h1.1, h1.2]
    simp [hlt, hlt.ne, not_lt_of_ge hlt.le]
  · by_cases h2 : a = j' ∧ b = j
    · rw [h2.1, h2.2]
      simp [hlt, hlt.ne', not_lt_of_ge hlt.le]
    · have h3 : Equiv.swap j j' a < Equiv.swap j j' b ↔ a < b := by
        simp only [Fin.ext_iff] at h1 h2
        simp only [Equiv.swap_apply_def, Fin.ext_iff, Fin.lt_def]
        split_ifs <;> omega
      simp only [h1, h2, h3, if_false]

/-- Lieb-Liniger contact condition: for distinct quasi-momenta the Bethe wave function obeys
`(∂_{j+1} - ∂_j) ψ = c ψ` wherever `x_j = x_{j+1}`. -/
theorem betheState_contact (c : ℝ) {k : Fin N → ℂ} (hk : Function.Injective k)
    {j j' : Fin N} (hj : (j' : ℕ) = j + 1) {x : Fin N → ℝ} (hx : x j = x j') :
    partialD j' (betheState c k) x - partialD j (betheState c k) x = c * betheState c k x := by
  have hne : j ≠ j' := fun h => by rw [h] at hj; omega
  obtain ⟨T, hT⟩ : ∃ T : Equiv.Perm (Fin N) → ℂ, ∀ P, T P =
      (I * (k (P j') - k (P j)) - c) * amplitude c k P * planeWave k P x :=
    ⟨_, fun _ => rfl⟩
  -- at contact the two exchanged plane waves coincide
  have hW : ∀ P, planeWave k (P * Equiv.swap j j') x = planeWave k P x := by
    intro P
    unfold planeWave
    rw [← Equiv.sum_comp (Equiv.swap j j') (fun i => k (P i) * (x i : ℂ))]
    have hxs : ∀ i, x (Equiv.swap j j' i) = x i := by
      intro i
      rw [Equiv.swap_apply_def]
      split_ifs with h1 h2
      · rw [h1, hx]
      · rw [h2, hx]
      · rfl
    simp only [hxs, Equiv.Perm.mul_apply]
  have pair : ∀ P, T P + T (P * Equiv.swap j j') = 0 := by
    intro P
    have hP : k (P j) ≠ k (P j') := hk.ne (P.injective.ne hne)
    rw [hT, hT, hW]
    simp only [Equiv.Perm.mul_apply, Equiv.swap_apply_left, Equiv.swap_apply_right]
    linear_combination (-(amplitude c k P * planeWave k P x)) * scatter_mul c k hP.symm
      - (amplitude c k (P * Equiv.swap j j') * planeWave k P x) * scatter_mul c k hP
      - (I * (k (P j') - k (P j)) * planeWave k P x) * amplitude_exchange c k P hj
  have h2 : ∑ P, T (P * Equiv.swap j j') = ∑ P, T P :=
    Equiv.sum_comp (Equiv.mulRight (Equiv.swap j j')) T
  have h3 : ∑ P, (T P + T (P * Equiv.swap j j')) = 0 := Finset.sum_eq_zero fun P _ => pair P
  rw [Finset.sum_add_distrib, h2] at h3
  unfold betheState
  rw [partialD_superposition, partialD_superposition]
  have h4 : superposition k (fun P => I * k (P j') * amplitude c k P) x
      - superposition k (fun P => I * k (P j) * amplitude c k P) x
      - c * superposition k (amplitude c k) x = ∑ P, T P := by
    unfold superposition
    rw [Finset.mul_sum, ← Finset.sum_sub_distrib, ← Finset.sum_sub_distrib]
    exact Finset.sum_congr rfl fun P _ => by rw [hT]; ring
  linear_combination h4 + (1 / 2) * h3

/-- For distinct quasi-momenta that solve the Bethe equations, moving the first quasi-momentum to
the last place multiplies the amplitude by `exp(-i k L)`, with `k` that quasi-momentum. -/
theorem amplitude_cyclic {c L : ℝ} {k : Fin (n + 1) → ℂ} (hk : Function.Injective k)
    (hB : BetheEquations c L k) {P Q : Equiv.Perm (Fin (n + 1))}
    (hQ : ∀ i : Fin n, Q i.castSucc = P i.succ) (hQ0 : Q (Fin.last n) = P 0) :
    amplitude c k Q * exp (I * k (P 0) * L) = amplitude c k P := by
  have hl : ∀ i : Fin n, ¬ Fin.last n < i.castSucc := fun i => not_lt_of_ge (Fin.le_last _)
  have hre : ∀ g : Fin (n + 1) → ℂ, ∏ b with b ≠ P 0, g b = ∏ i : Fin n, g (P i.succ) := by
    intro g
    rw [Finset.prod_filter, ← Equiv.prod_comp P (fun b => if b ≠ P 0 then g b else 1),
      Fin.prod_univ_succ]
    simp
  have B := hB (P 0)
  rw [hre, hre] at B
  have hd : ∀ i : Fin n, k (P 0) - k (P i.succ) ≠ 0 := fun i =>
    sub_ne_zero.mpr (hk.ne (P.injective.ne (Fin.succ_ne_zero i).symm))
  have s1 : ∀ i : Fin n, scatter c k (P i.succ) (P 0) =
      (k (P 0) - k (P i.succ) - I * c) / (k (P 0) - k (P i.succ)) := fun i => by
    rw [scatter, sub_div _ (I * (c : ℂ)), div_self (hd i)]
  have s2 : ∀ i : Fin n, scatter c k (P 0) (P i.succ) =
      (k (P 0) - k (P i.succ) + I * c) / (k (P 0) - k (P i.succ)) := fun i => by
    rw [scatter, ← neg_sub (k (P 0)) (k (P i.succ)), div_neg, sub_neg_eq_add, add_div,
      div_self (hd i)]
  -- split off the pairs that contain the moved quasi-momentum
  have hA : amplitude c k P = (∏ i : Fin n, scatter c k (P 0) (P i.succ)) *
      ∏ i : Fin n, ∏ l : Fin n, if i < l then scatter c k (P i.succ) (P l.succ) else 1 := by
    simp only [amplitude, Finset.prod_filter]
    simp [Fin.prod_univ_succ]
  have hA' : amplitude c k Q = (∏ i : Fin n, ∏ l : Fin n,
      if i < l then scatter c k (P i.succ) (P l.succ) else 1) *
      ∏ i : Fin n, scatter c k (P i.succ) (P 0) := by
    simp only [amplitude, Finset.prod_filter]
    simp [Fin.prod_univ_castSucc, hl, hQ, hQ0, Finset.prod_mul_distrib]
  rw [hA, hA']
  simp only [s1, s2, Finset.prod_div_distrib]
  rw [← B]
  ring

/-- For distinct quasi-momenta that solve the Bethe equations, the Bethe wave function is
unchanged when the first particle is carried once round the ring. -/
theorem betheState_periodic {c L : ℝ} {k : Fin (n + 1) → ℂ} (hk : Function.Injective k)
    (hB : BetheEquations c L k) (x : Fin (n + 1) → ℝ) :
    betheState c k (carryRound L x) = betheState c k x := by
  refine (Equiv.sum_comp (Equiv.mulRight (finRotate (n + 1)))
    (fun Q => amplitude c k Q * planeWave k Q (carryRound L x))).symm.trans ?_
  refine Finset.sum_congr rfl fun P _ => ?_
  change amplitude c k (P * finRotate (n + 1)) *
    planeWave k (P * finRotate (n + 1)) (carryRound L x) = _
  have hQ : ∀ i : Fin n, (P * finRotate (n + 1)) i.castSucc = P i.succ :=
    fun i => congrArg P (finRotate_of_lt i.2)
  have hQ0 : (P * finRotate (n + 1)) (Fin.last n) = P 0 := congrArg P finRotate_last
  have hW : planeWave k (P * finRotate (n + 1)) (carryRound L x) =
      exp (I * k (P 0) * L) * planeWave k P x := by
    unfold planeWave
    rw [← Complex.exp_add]
    congr 1
    rw [Fin.sum_univ_castSucc, Fin.sum_univ_succ]
    simp only [hQ, hQ0, carryRound, Fin.snoc_castSucc, Fin.snoc_last]
    push_cast
    ring
  rw [hW, ← mul_assoc, amplitude_cyclic hk hB hQ hQ0]

/-- Two particles with `k = ±1/2` and `c = 1` solve the Bethe equations on a ring of
length `π`. -/
theorem betheEquations_witness : Function.Injective (![1 / 2, -1 / 2] : Fin 2 → ℂ) ∧
    BetheEquations 1 Real.pi (![1 / 2, -1 / 2] : Fin 2 → ℂ) := by
  have hne : (1 / 2 : ℂ) ≠ -1 / 2 := by norm_num
  have e : exp (I * (1 / 2) * (Real.pi : ℂ)) = I := by
    rw [show I * (1 / 2) * (Real.pi : ℂ) = (Real.pi : ℂ) / 2 * I by ring, Complex.exp_mul_I,
      Complex.cos_pi_div_two, Complex.sin_pi_div_two]
    ring
  have e' : exp (I * (-1 / 2) * (Real.pi : ℂ)) = -I := by
    rw [show I * (-1 / 2) * (Real.pi : ℂ) = -(I * (1 / 2) * (Real.pi : ℂ)) by ring,
      Complex.exp_neg, e, Complex.inv_I]
  refine ⟨fun a b h => ?_, Fin.forall_fin_two.mpr ⟨?_, ?_⟩⟩
  · fin_cases a <;> fin_cases b
    · rfl
    · exact absurd h hne
    · exact absurd h.symm hne
    · rfl
  · rw [show (Finset.univ.filter fun b : Fin 2 => b ≠ 0) = {1} by decide,
      Finset.prod_singleton, Finset.prod_singleton]
    change exp (I * (1 / 2) * (Real.pi : ℂ)) * (1 / 2 - -1 / 2 - I * ((1 : ℝ) : ℂ)) =
      1 / 2 - -1 / 2 + I * ((1 : ℝ) : ℂ)
    rw [e, Complex.ofReal_one]
    linear_combination -I_sq
  · rw [show (Finset.univ.filter fun b : Fin 2 => b ≠ 1) = {0} by decide,
      Finset.prod_singleton, Finset.prod_singleton]
    change exp (I * (-1 / 2) * (Real.pi : ℂ)) * (-1 / 2 - 1 / 2 - I * ((1 : ℝ) : ℂ)) =
      -1 / 2 - 1 / 2 + I * ((1 : ℝ) : ℂ)
    rw [e', Complex.ofReal_one]
    linear_combination I_sq

end

end LiebLinigerBethe
```

```lean
#print axioms LiebLinigerBethe.betheState_energy
#print axioms LiebLinigerBethe.betheState_contact
#print axioms LiebLinigerBethe.betheState_periodic
```

```
'LiebLinigerBethe.betheState_energy' depends on axioms: [propext, Classical.choice, Quot.sound]
'LiebLinigerBethe.betheState_contact' depends on axioms: [propext, Classical.choice, Quot.sound]
'LiebLinigerBethe.betheState_periodic' depends on axioms: [propext, Classical.choice, Quot.sound]
```

## How the code carries out the cancellation

`hasDerivAt_planeWave` isolates the dependence on one coordinate as an exponential factor and proves differentiability; `partialD_superposition` extends this to the sum. Applying it twice gives the energy.

`amplitude_exchange` writes the product over ordered pairs as a product over all pairs, with 1 for the unwanted ones. It reindexes by the swap and checks that only the neighbours change order. Its cross-multiplied form avoids dividing by a two-body factor that may vanish.

In `betheState_contact`, `hW` equates the plane waves and `pair` proves $T_P+T_{P'}=0$ by a `linear_combination` of `scatter_mul` and `amplitude_exchange`. Reindexing in `h2` supplies the factor 2.

`amplitude_cyclic` splits off the factors containing $P0$ and inserts the Bethe equation. `betheState_periodic` reindexes the sum with `finRotate`. `betheEquations_witness` verifies the two-particle solution, using $e^{i\pi/2}=i$.
